# The unique fixed point of a diagonalisable linear SCF map from finitely many iterates

A self-consistent field (SCF) calculation that feeds each output density back as the next input can run away from the solution it is looking for. If one component of the error doubles at every step, an initial error of 0.01 has grown to 10.24 after ten steps, and further iteration makes matters worse. In a linear model whose response matrix is diagonalisable and has no eigenvalue 1, a weighted sum of finitely many of the diverging iterates still recovers the solution exactly, with weights that depend only on the response matrix.

## The claim and its derivation

Let $x$ be a complex vector of density parameters and let one SCF step be $x\mapsto Ax+b$. The matrix $A$ is the response of the output density to the input density, and $b$ is the part of the output that doesn't depend on the input. Starting from $x_0$, put $x_{k+1}=Ax_k+b$.

Assume that $A$ is diagonalisable: $AP=P\,\mathrm{diag}(d)$ with $P$ invertible. Let $m$ be the number of distinct values among the eigenvalues $d_j$, and assume that no $d_j$ equals 1. A mode with eigenvalue 1 would reproduce itself exactly in each step, so self-consistency could not fix its amplitude.

Then there are coefficients $c_0,\dots,c_m$ with sum 1, depending on $A$ but not on $b$ or $x_0$, such that $y=\sum_{i=0}^m c_i x_i$ is the only fixed point of the map.

**Coefficients.** Take the product over the distinct eigenvalues $\mu$,
$$p(t)=\prod_{\mu}\frac{t-\mu}{1-\mu}=\sum_{i=0}^m c_i t^i .$$
Then $\sum_i c_i=p(1)=1$, and $p(d_j)=0$ for every $j$. Column $j$ of $P$, called $v_j$, satisfies $p(A)v_j=p(d_j)v_j=0$. The columns form a basis, so $p(A)=0$.

**Existence.** Subtracting consecutive steps gives $x_{i+1}-x_i=A(x_i-x_{i-1})$ for $i\ge1$, hence $x_{i+1}-x_i=A^i(x_1-x_0)$. Since the coefficients sum to 1,
$$Ay+b-y=\sum_i c_i(Ax_i+b-x_i)=\sum_i c_i(x_{i+1}-x_i)=p(A)(x_1-x_0)=0 .$$

**Uniqueness.** If $Az+b=z$, then $x_{i+1}-z=A(x_i-z)$, so $x_i-z=A^i(x_0-z)$. Therefore $y-z=\sum_i c_i(x_i-z)=p(A)(x_0-z)=0$.

The size of the eigenvalues was never used. If $x_0=z+v$ with $Av=\mu v$, $v\neq0$ and $|\mu|>1$, then $x_k=z+\mu^k v$ and $\|x_k\|\ge|\mu|^k\|v\|-\|z\|\to\infty$, yet $y$ is still exact.

**A shorter history.** Suppose that coefficients $c_0,\dots,c_{k-1}$ with sum 1 make $\sum_{i<k}c_ix_i$ a fixed point from every start when $b=0$. Put $q(t)=\sum_{i<k}c_it^i$. Starting from $v_j$, the combination is $q(d_j)v_j$, and being fixed means $(d_j-1)q(d_j)=0$, so $q(d_j)=0$. If $k\le m$, then $q$ has degree below $k$ and at least $k$ roots, so $q=0$, which contradicts $q(1)=1$. Hence $k\ge m+1$: the combination must reach at least as far as $x_m$, although some of the earlier coefficients may be zero.

**The smallest case.** For vectors with at least one component the smallest value is $m=1$. Then $A=\mu I$, and two iterates suffice: $y=(x_1-\mu x_0)/(1-\mu)$.

**Without diagonalisability** the count $m+1$ can fail. The matrix $\begin{pmatrix}0&1\\0&0\end{pmatrix}$ has the single eigenvalue 0, so $m=1$. With $b=0$ the fixed point is 0, and a combination of $x_0$ and $x_1$ that works from every start would have to satisfy $c_0I+c_1A=0$. This forces $c_0=c_1=0$, against the unit sum. The history up to $x_2$ does suffice here, because $x_2=0$.

For density mixing this means that divergence of the plain iteration does not by itself rule out exact extrapolation, in a finite linear model whose response eigenvalues are known. A real SCF map is nonlinear, and the result says nothing about how to estimate its spectrum or about rounding errors.

## The formal development

The finite type `n` labels the vector components, for instance sites or basis functions.

```lean
import Mathlib

open Matrix Polynomial

namespace LinearSCFExtrapolation

noncomputable section

variable {n : Type*} [Fintype n]
```

The iteration is defined by recursion, with `*ᵥ` for matrix times vector.

```lean
/-- The iterates of the linear SCF map `x ↦ A x + b`, started from `x₀`. -/
def scfIterate (A : Matrix n n ℂ) (b x₀ : n → ℂ) : ℕ → n → ℂ
  | 0 => x₀
  | k + 1 => A *ᵥ scfIterate A b x₀ k + b
```

The polynomial $p$ is defined for any finite set `S` of complex numbers. Lean sets $0^{-1}=0$, so if `S` contained 1 the polynomial would simply be zero.

```lean
/-- The mixing polynomial `∏ (t - μ) / (1 - μ)` over a finite set `S` of complex numbers. If `S`
contains `1`, it is the zero polynomial, because Lean sets `0⁻¹ = 0`. -/
def mixPoly (S : Finset ℂ) : ℂ[X] := ∏ μ ∈ S, C (1 - μ)⁻¹ * (X - C μ)
```

The next lemma is $x_k=z+\mu^kv$, by induction on the step number.

```lean
/-- If the initial error is an eigenvector of `A` with eigenvalue `μ`, then each SCF step
multiplies the error by `μ`. -/
theorem iterate_eigenmode {A : Matrix n n ℂ} {b z v : n → ℂ} {μ : ℂ}
    (hz : A *ᵥ z + b = z) (hv : A *ᵥ v = μ • v) (k : ℕ) :
    scfIterate A b (z + v) k = z + μ ^ k • v := by
  induction k with
  | zero => simp [scfIterate]
  | succ k ih =>
    show A *ᵥ scfIterate A b (z + v) k + b = _
    rw [ih, Matrix.mulVec_add, Matrix.mulVec_smul, hv, smul_smul, ← pow_succ,
      add_right_comm, hz]
```

Divergence follows from the lower bound on $\|x_k\|$ given above. The norm is the largest modulus of a component. In the proof, `h3` is the triangle inequality and `h2` says that the lower bound tends to infinity.

```lean
/-- If the initial error is an eigenvector whose eigenvalue has modulus above one, the norm of
the plain SCF iterates grows without bound. -/
theorem iterate_diverges {A : Matrix n n ℂ} {b z v : n → ℂ} {μ : ℂ}
    (hz : A *ᵥ z + b = z) (hv : A *ᵥ v = μ • v) (hv0 : v ≠ 0) (hμ : 1 < ‖μ‖) :
    Filter.Tendsto (fun k => ‖scfIterate A b (z + v) k‖) Filter.atTop Filter.atTop := by
  have h1 := (tendsto_pow_atTop_atTop_of_one_lt hμ).atTop_mul_const (norm_pos_iff.mpr hv0)
  have h2 := Filter.tendsto_atTop_add_const_right _ (-‖z‖) h1
  refine Filter.tendsto_atTop_mono (fun k => ?_) h2
  -- the growing error dominates the fixed point
  have e : scfIterate A b (z + v) k - z = μ ^ k • v := by
    rw [iterate_eigenmode hz hv, add_sub_cancel_left]
  have h3 := norm_sub_le (scfIterate A b (z + v) k) z
  rw [e, norm_smul, norm_pow] at h3
  linarith
```

Diagonalisability is expressed through explicit data `P` and `d`. The equation `A * P = P * diagonal d` says that column `j` of `P` is an eigenvector with eigenvalue `d j`.

```lean
variable [DecidableEq n]

/-- The invertible matrix `P` diagonalises `A`, with the eigenvalues listed by `d`. -/
def Diagonalises (A P : Matrix n n ℂ) (d : n → ℂ) : Prop :=
  IsUnit P ∧ A * P = P * diagonal d
```

Errors and residuals are both carried forward by powers of `A`. The first lemma needs a fixed point `z`; the second does not.

```lean
/-- The error with respect to a fixed point `z` is propagated by the powers of `A`. -/
theorem iterate_error {A : Matrix n n ℂ} {b z : n → ℂ} (hz : A *ᵥ z + b = z)
    (x₀ : n → ℂ) (k : ℕ) : scfIterate A b x₀ k - z = (A ^ k) *ᵥ (x₀ - z) := by
  induction k with
  | zero => simp [scfIterate]
  | succ k ih =>
    show A *ᵥ scfIterate A b x₀ k + b - z = _
    rw [pow_succ', ← Matrix.mulVec_mulVec, ← ih, Matrix.mulVec_sub]
    linear_combination hz

/-- The SCF residual, the change in one step, is propagated by the powers of `A`. -/
theorem iterate_residual (A : Matrix n n ℂ) (b x₀ : n → ℂ) (k : ℕ) :
    scfIterate A b x₀ (k + 1) - scfIterate A b x₀ k = (A ^ k) *ᵥ (A *ᵥ x₀ + b - x₀) := by
  induction k with
  | zero => simp [scfIterate]
  | succ k ih =>
    show A *ᵥ scfIterate A b x₀ (k + 1) + b - (A *ᵥ scfIterate A b x₀ k + b) = _
    rw [pow_succ', ← Matrix.mulVec_mulVec, ← ih, Matrix.mulVec_sub]
    abel
```

The degree bound lets $p$ be written with $m+1$ coefficients.

```lean
/-- The mixing polynomial of a set `S` has degree at most the number of elements of `S`. -/
theorem mixPoly_natDegree_le (S : Finset ℂ) : (mixPoly S).natDegree ≤ S.card := by
  rw [mixPoly]
  refine (Polynomial.natDegree_prod_le _ _).trans ?_
  -- every factor is linear
  calc ∑ μ ∈ S, (C (1 - μ)⁻¹ * (X - C μ) : ℂ[X]).natDegree
      ≤ ∑ _μ ∈ S, 1 := Finset.sum_le_sum fun μ _ =>
        (Polynomial.natDegree_C_mul_le _ _).trans (Polynomial.natDegree_X_sub_C μ).le
    _ = S.card := by simp
```

The set of distinct eigenvalues is `Finset.univ.image d`, and its `card` is $m$. The following theorem is $p(A)v=0$ for every vector $v$. Here `hpow` gives $A^iP=P\,\mathrm{diag}(d_j^i)$, `hroot` gives $p(d_j)=0$, and `hP` combines them into $p(A)P=0$. Invertibility of `P` then removes the factor $P$.

```lean
/-- The mixing polynomial of the distinct eigenvalues of a diagonalisable matrix `A`
annihilates every vector when evaluated at `A`. -/
theorem mixPoly_annihilates {A P : Matrix n n ℂ} {d : n → ℂ} (h : Diagonalises A P d)
    (v : n → ℂ) :
    ∑ i ∈ Finset.range ((Finset.univ.image d).card + 1),
      (mixPoly (Finset.univ.image d)).coeff i • ((A ^ i) *ᵥ v) = 0 := by
  set S := Finset.univ.image d with hS
  have hpow : ∀ i : ℕ, A ^ i * P = P * diagonal (fun j => d j ^ i) := by
    intro i
    induction i with
    | zero => simp
    | succ i ih =>
      rw [pow_succ, mul_assoc, h.2, ← mul_assoc, ih, mul_assoc, Matrix.diagonal_mul_diagonal]
      simp only [pow_succ]
  -- each column of `P` is annihilated, because the polynomial vanishes at its eigenvalue
  have hP : (∑ i ∈ Finset.range (S.card + 1), (mixPoly S).coeff i • A ^ i) * P = 0 := by
    rw [Finset.sum_mul]
    ext a j
    have hroot : (mixPoly S).eval (d j) = 0 := by
      rw [mixPoly, Polynomial.eval_prod]
      exact Finset.prod_eq_zero (Finset.mem_image_of_mem d (Finset.mem_univ j)) (by simp)
    rw [Polynomial.eval_eq_sum_range' (Nat.lt_succ_of_le (mixPoly_natDegree_le S))] at hroot
    rw [Matrix.sum_apply, Matrix.zero_apply, ← mul_zero (P a j), ← hroot, Finset.mul_sum]
    refine Finset.sum_congr rfl fun i _ => ?_
    rw [Matrix.smul_mul, hpow, Matrix.smul_apply, Matrix.mul_diagonal, smul_eq_mul]
    ring
  have hA := h.1.mul_left_eq_zero.mp hP
  have key : ∀ s : Finset ℕ, (∑ i ∈ s, (mixPoly S).coeff i • A ^ i) *ᵥ v
      = ∑ i ∈ s, (mixPoly S).coeff i • ((A ^ i) *ᵥ v) := by
    intro s
    induction s using Finset.induction_on with
    | empty => simp
    | insert a s ha ih =>
      rw [Finset.sum_insert ha, Finset.sum_insert ha, Matrix.add_mulVec, ih, Matrix.smul_mulVec]
  rw [← key, hA, Matrix.zero_mulVec]
```

In the main theorem the order of quantifiers carries the independence: `c` is chosen before `b` and `x₀`. It is typed as an infinite sequence, but only its first $m+1$ entries are used. The conclusion has two parts, that `y` is fixed and that every fixed point equals `y`.

In the proof `hone` is $p(1)=1$. The first part turns the vanishing weighted residual into $Ay+b-y=0$ by `h2` and `hA`; the second does the same with the weighted error.

```lean
/-- For a diagonalisable `A` with `m` distinct eigenvalues, none equal to one, there are
`m + 1` coefficients with sum one, the same for all `b` and `x₀`, that combine the iterates
`x₀, …, x_m` into the unique fixed point of the SCF map. -/
theorem exact_extrapolation {A P : Matrix n n ℂ} {d : n → ℂ} (h : Diagonalises A P d)
    (h1 : ∀ j, d j ≠ 1) :
    ∃ c : ℕ → ℂ, ∑ i ∈ Finset.range ((Finset.univ.image d).card + 1), c i = 1 ∧
      ∀ b x₀ : n → ℂ,
        let y := ∑ i ∈ Finset.range ((Finset.univ.image d).card + 1),
          c i • scfIterate A b x₀ i
        A *ᵥ y + b = y ∧ ∀ z, A *ᵥ z + b = z → z = y := by
  have hann := mixPoly_annihilates h
  have hdeg := Nat.lt_succ_of_le (mixPoly_natDegree_le (Finset.univ.image d))
  -- the coefficients sum to the value of the mixing polynomial at one
  have hone : (mixPoly (Finset.univ.image d)).eval 1 = 1 := by
    rw [mixPoly, Polynomial.eval_prod]
    refine Finset.prod_eq_one fun μ hμ => ?_
    obtain ⟨j, -, rfl⟩ := Finset.mem_image.mp hμ
    simp only [Polynomial.eval_mul, Polynomial.eval_C, Polynomial.eval_sub, Polynomial.eval_X]
    exact inv_mul_cancel₀ (sub_ne_zero.mpr (h1 j).symm)
  rw [Polynomial.eval_eq_sum_range' hdeg] at hone
  simp only [one_pow, mul_one] at hone
  refine ⟨fun i => (mixPoly (Finset.univ.image d)).coeff i, hone, fun b x₀ => ?_⟩
  generalize (mixPoly (Finset.univ.image d)).coeff = c at hann hone ⊢
  generalize Finset.range ((Finset.univ.image d).card + 1) = s at hann hone ⊢
  have hconst : ∀ w : n → ℂ, ∑ i ∈ s, c i • w = w := fun w => by
    rw [← Finset.sum_smul, hone, one_smul]
  intro y
  constructor
  · -- the weighted residual vanishes
    have h0 : ∑ i ∈ s, c i • (scfIterate A b x₀ (i + 1) - scfIterate A b x₀ i) = 0 := by
      simp_rw [iterate_residual]
      exact hann _
    have h2 : ∑ i ∈ s, c i • (scfIterate A b x₀ (i + 1) - scfIterate A b x₀ i)
        = ∑ i ∈ s, c i • (A *ᵥ scfIterate A b x₀ i) + ∑ i ∈ s, c i • b - y := by
      rw [← Finset.sum_add_distrib, ← Finset.sum_sub_distrib]
      refine Finset.sum_congr rfl fun i _ => ?_
      rw [scfIterate, smul_sub, smul_add]
    have hA : A *ᵥ y = ∑ i ∈ s, c i • (A *ᵥ scfIterate A b x₀ i) := by
      show A.mulVecLin (∑ i ∈ s, c i • scfIterate A b x₀ i) = _
      rw [map_sum]
      exact Finset.sum_congr rfl fun i _ => Matrix.mulVec_smul _ _ _
    rw [h2, hconst, ← hA] at h0
    exact sub_eq_zero.mp h0
  · -- the weighted error with respect to any fixed point vanishes
    intro z hz
    have h0 : ∑ i ∈ s, c i • (scfIterate A b x₀ i - z) = 0 := by
      simp_rw [iterate_error hz]
      exact hann _
    simp only [smul_sub, Finset.sum_sub_distrib] at h0
    rw [hconst] at h0
    exact (sub_eq_zero.mp h0).symm
```

The lower bound on the history length `k` concerns combinations of the first `k` iterates, $x_0,\dots,x_{k-1}$. It allows the coefficients to depend on `A`, but requires them to work for every start. The polynomial $q$ is evaluated in `hev`, its degree is bounded in `hdeg`, and `hzero` shows that it vanishes if $k\le m$. The last lines evaluate it at 1 to reach the contradiction.

```lean
/-- Let `A` be diagonalisable with no eigenvalue one. If coefficients with sum one combine the first
`k` iterates `x₀, …, x_{k-1}` into a fixed point from every start when `b = 0`, then `k` exceeds the
number of distinct eigenvalues. -/
theorem history_length_sharp {A P : Matrix n n ℂ} {d : n → ℂ} (h : Diagonalises A P d)
    (h1 : ∀ j, d j ≠ 1) (c : ℕ → ℂ) (k : ℕ) (hc : ∑ i ∈ Finset.range k, c i = 1)
    (hfix : ∀ x₀ : n → ℂ, A *ᵥ (∑ i ∈ Finset.range k, c i • scfIterate A 0 x₀ i)
      = ∑ i ∈ Finset.range k, c i • scfIterate A 0 x₀ i) :
    (Finset.univ.image d).card < k := by
  by_contra hk
  have hev : ∀ t : ℂ, (∑ i ∈ Finset.range k, C (c i) * X ^ i : ℂ[X]).eval t
      = ∑ i ∈ Finset.range k, c i * t ^ i := fun t => by simp [Polynomial.eval_finsetSum]
  have hdeg : (∑ i ∈ Finset.range k, C (c i) * X ^ i : ℂ[X]).degree < (k : WithBot ℕ) :=
    Polynomial.mem_degreeLT.mp (Submodule.sum_mem _ fun i hi => Polynomial.mem_degreeLT.mpr
      ((Polynomial.degree_C_mul_X_pow_le i (c i)).trans_lt
        (by exact_mod_cast Finset.mem_range.mp hi)))
  -- every eigenvalue is a root, so a polynomial of too low degree is zero
  have hzero : (∑ i ∈ Finset.range k, C (c i) * X ^ i : ℂ[X]) = 0 := by
    refine Polynomial.eq_zero_of_degree_lt_of_eval_finset_eq_zero (Finset.univ.image d)
      (hdeg.trans_le (by exact_mod_cast not_lt.mp hk)) fun μ hμ => ?_
    obtain ⟨j, -, rfl⟩ := Finset.mem_image.mp hμ
    have hv : A *ᵥ (fun a => P a j) = d j • (fun a => P a j) := by
      ext a
      calc (A *ᵥ (fun a => P a j)) a = (A * P) a j := rfl
        _ = P a j * d j := by rw [h.2, Matrix.mul_diagonal]
        _ = d j * P a j := mul_comm _ _
    have hv0 : (fun a => P a j) ≠ 0 := by
      intro h0
      obtain ⟨Q, hQ⟩ := h.1.exists_left_inv
      have e := congrFun (congrFun hQ j) j
      have hcol : ∀ a, P a j = 0 := fun a => congrFun h0 a
      rw [Matrix.mul_apply, Matrix.one_apply_eq] at e
      simp [hcol] at e
    have hit : ∀ i, scfIterate A 0 (fun a => P a j) i = d j ^ i • (fun a => P a j) := by
      intro i
      have e := iterate_eigenmode (A := A) (b := 0) (z := 0) (by simp) hv i
      rwa [zero_add, zero_add] at e
    have hf := hfix (fun a => P a j)
    simp_rw [hit, smul_smul] at hf
    rw [← Finset.sum_smul, Matrix.mulVec_smul, hv, smul_smul] at hf
    have hs := smul_left_injective ℂ hv0 hf
    rw [hev]
    refine (mul_eq_zero.mp ?_).resolve_right (sub_ne_zero.mpr (h1 j))
    linear_combination hs
  have e := hev 1
  rw [hzero] at e
  simp [hc] at e
```

In the two-site example, a unit of charge added to the input on one site changes the output on the other by two units. The normalised eigenvectors are $(1,1)/\sqrt2$ and $(1,-1)/\sqrt2$, with eigenvalues $2$ and $-2$; the code uses the columns without the factor $1/\sqrt2$. Both modes are unstable, and the hypotheses of the main theorem are met. The matrix is chosen for simple arithmetic and does not model an SCF step at fixed electron number: there the total output charge could not depend on the input, whereas here the mode $(1,1)$ changes it.

```lean
/-- The two-site response matrix with off-diagonal elements `2` is diagonalised with
eigenvalues `2` and `-2`, neither of which is one. -/
theorem two_site_witness :
    Diagonalises !![0, 2; 2, 0] !![1, 1; 1, -1] ![2, -2] ∧
      ∀ j, (![2, -2] : Fin 2 → ℂ) j ≠ 1 := by
  refine ⟨⟨?_, ?_⟩, ?_⟩
  · rw [Matrix.isUnit_iff_isUnit_det, Matrix.det_fin_two_of, isUnit_iff_ne_zero]
    norm_num
  · ext i j
    fin_cases i <;> fin_cases j <;> simp [Matrix.mul_apply, Fin.sum_univ_succ]
  · intro j
    fin_cases j <;> norm_num
```

Here $p(t)=(t-2)(t+2)/(-3)=(4-t^2)/3$, so the coefficients are $4/3$, $0$ and $-1/3$. The last theorem verifies component by component that $(4x_0-x_2)/3$ is a fixed point; its uniqueness comes from `exact_extrapolation` applied to this matrix.

```lean
/-- For the two-site response matrix with off-diagonal elements `2`, the combination
`(4 x₀ - x₂) / 3` is a fixed point for every `b` and `x₀`. -/
theorem two_site_extrapolation (b x₀ : Fin 2 → ℂ) :
    let A : Matrix (Fin 2) (Fin 2) ℂ := !![0, 2; 2, 0]
    let y := (4 / 3 : ℂ) • x₀ - (1 / 3 : ℂ) • scfIterate A b x₀ 2
    A *ᵥ y + b = y := by
  intro A y
  ext i
  fin_cases i <;>
    simp [A, y, scfIterate, dotProduct, Fin.sum_univ_succ, Matrix.vecHead,
      Matrix.vecTail] <;> ring

end

end LinearSCFExtrapolation
```

```lean
#print axioms LinearSCFExtrapolation.iterate_diverges
#print axioms LinearSCFExtrapolation.exact_extrapolation
#print axioms LinearSCFExtrapolation.history_length_sharp
#print axioms LinearSCFExtrapolation.two_site_extrapolation
```

```
'LinearSCFExtrapolation.iterate_diverges' depends on axioms: [propext, Classical.choice, Quot.sound]
'LinearSCFExtrapolation.exact_extrapolation' depends on axioms: [propext, Classical.choice, Quot.sound]
'LinearSCFExtrapolation.history_length_sharp' depends on axioms: [propext, Classical.choice, Quot.sound]
'LinearSCFExtrapolation.two_site_extrapolation' depends on axioms: [propext, Classical.choice, Quot.sound]
```
